# The mean-field critical isotherm: m = tanh(m + h) has one solution, and m³/(3h) → 1 as h ↓ 0

In mean-field theory, linear response to a field fails at the critical temperature. For Ising spins the theory says that the magnetisation per spin $m$ at that temperature, in units of its saturation value, obeys $m=\tanh(m+h)$ in a reduced field $h$. Replacing $\tanh x$ by $x$ gives $m=m+h$, which no nonzero field can satisfy. Keeping the cubic term suggests $m^3\approx 3h$, but that step takes for granted that $m$ is small and that there is only one solution to follow. Both points are proved below, together with the limit $m^3/(3h)\to1$ and the exponent $\delta=3$ in $m\sim h^{1/\delta}$.

## The equation of state

In Lean 4 with Mathlib:

```lean
import Mathlib

open Filter Topology Set

namespace MeanFieldCriticalIsotherm

noncomputable section
```

The first line loads the mathematical library Mathlib. The `open` line gives short names to its tools for limits and intervals.

```lean
/-- The mean-field equation of state at the critical temperature: the magnetisation `m`
in the reduced field `h` satisfies `m = tanh (m + h)`. -/
def IsCriticalState (h m : ℝ) : Prop := m = Real.tanh (m + h)
```

Take Ising spins $s=\pm1$ with $z$ neighbours each, energy $-Jss'$ for each neighbouring pair with $J>0$ (ferromagnetic coupling), and energy $-Hs$ for each spin in the field. Mean-field theory then gives $m=\tanh[(zJm+H)/k_BT]$. Setting $k_BT=zJ$, the mean-field critical temperature, and $h=H/k_BT$ leaves the equation above.

`IsCriticalState h m` is the statement that two real numbers satisfy this equation. The equation is the starting point: it is not derived from a Hamiltonian, and the critical temperature enters only through the coefficient 1 in front of $m$. Nothing restricts $m$ to $[-1,1]$ in advance.

## Slope and saturation of tanh

```lean
/-- The slope of the single-spin response `tanh` is `1 - tanh ^ 2`. -/
theorem hasDerivAt_response (x : ℝ) :
    HasDerivAt Real.tanh (1 - Real.tanh x ^ 2) x := by
  have hc : Real.cosh x ≠ 0 := (Real.cosh_pos x).ne'
  have e : Real.tanh = fun y => Real.sinh y / Real.cosh y :=
    funext Real.tanh_eq_sinh_div_cosh
  have hd := (Real.hasDerivAt_sinh x).fun_div (Real.hasDerivAt_cosh x) hc
  rw [← e] at hd
  refine hd.congr_deriv ?_
  rw [Real.tanh_eq_sinh_div_cosh, div_pow, eq_sub_iff_add_eq, ← add_div,
    div_eq_one_iff_eq (pow_ne_zero 2 hc)]
  ring
```

`HasDerivAt f f' x` says that $f$ has derivative $f'$ at $x$. The quotient rule gives
$$\frac{d}{dx}\frac{\sinh x}{\cosh x}=\frac{\cosh^2x-\sinh^2x}{\cosh^2x}=1-\tanh^2x .$$
The proof applies the same rule, and `congr_deriv` then replaces the derivative it produces by the simpler form.

```lean
/-- The single-spin response never reaches saturation: `tanh x ^ 2 < 1`. -/
theorem response_sq_lt_one (x : ℝ) : Real.tanh x ^ 2 < 1 := by
  have hc := Real.cosh_pos x
  rw [Real.tanh_eq_sinh_div_cosh, div_pow, div_lt_one (by positivity)]
  linarith [Real.cosh_sq x]
```

Since $\cosh^2x=\sinh^2x+1$, the ratio $\sinh^2x/\cosh^2x$ is below 1. The tactic `linarith`, which settles linear inequalities, finishes the proof from that identity.

```lean
/-- The function `x - tanh x - tanh x ^ 3 / 3` of the total field `x` is nondecreasing. -/
theorem monotone_cubic_remainder :
    Monotone (fun x : ℝ => x - Real.tanh x - Real.tanh x ^ 3 / 3) := by
  have hF : ∀ x : ℝ, HasDerivAt (fun y : ℝ => y - Real.tanh y - Real.tanh y ^ 3 / 3)
      (Real.tanh x ^ 4) x := by
    intro x
    have ht := hasDerivAt_response x
    have h3 : HasDerivAt (fun y => Real.tanh y ^ 3)
        (3 * Real.tanh x ^ 2 * (1 - Real.tanh x ^ 2)) x :=
      (ht.fun_pow 3).congr_deriv (by norm_num)
    refine (((hasDerivAt_id' x).fun_sub ht).fun_sub (h3.div_const 3)).congr_deriv ?_
    ring
  refine monotone_of_deriv_nonneg (fun x => (hF x).differentiableAt) (fun x => ?_)
  rw [(hF x).deriv]
  positivity
```

Write $t=\tanh x$ and $F(x)=x-t-t^3/3$. Then
$$F'(x)=1-(1-t^2)-t^2(1-t^2)=t^4\ge 0,$$
so $F$ never decreases. In the proof `ring` checks the algebra, and `monotone_of_deriv_nonneg` passes from the sign of the derivative to monotonicity.

The usefulness of $F$ shows at a solution. There the total field is $x=m+h$ and $t=m$, so
$$F(m+h)=h-\frac{m^3}{3}.$$
The linear terms have cancelled exactly, with no expansion.

## One magnetisation for every field

```lean
/-- At the critical temperature every field, of either sign or zero, admits exactly one
mean-field magnetisation. -/
theorem existsUnique_criticalState (h : ℝ) : ∃! m, IsCriticalState h m := by
  have hcont : Continuous Real.tanh :=
    continuous_iff_continuousAt.2 fun x => (hasDerivAt_response x).continuousAt
  have hφ : Continuous (fun m : ℝ => m - Real.tanh (m + h)) :=
    continuous_id.sub (hcont.comp (continuous_id.add continuous_const))
  -- existence: the mismatch changes sign between full polarisations
  have h0 : (0 : ℝ) ∈ Icc ((-1 : ℝ) - Real.tanh (-1 + h)) (1 - Real.tanh (1 + h)) := by
    constructor
    · nlinarith [response_sq_lt_one (-1 + h)]
    · nlinarith [response_sq_lt_one (1 + h)]
  obtain ⟨m, -, hm⟩ :=
    intermediate_value_Icc (by norm_num : (-1 : ℝ) ≤ 1) hφ.continuousOn h0
  -- uniqueness: two ordered solutions would have cubes in the opposite order
  have key : ∀ a b : ℝ, IsCriticalState h a → IsCriticalState h b → ¬ a < b := by
    intro a b ha hb hab
    unfold IsCriticalState at ha hb
    have hmono : a + h - Real.tanh (a + h) - Real.tanh (a + h) ^ 3 / 3
        ≤ b + h - Real.tanh (b + h) - Real.tanh (b + h) ^ 3 / 3 :=
      monotone_cubic_remainder (by linarith)
    rw [← ha, ← hb] at hmono
    have hcube : a ^ 3 < b ^ 3 := (Odd.strictMono_pow (show Odd 3 by decide)) hab
    linarith
  have hm' : IsCriticalState h m := sub_eq_zero.1 hm
  exact ⟨m, hm', fun y hy =>
    le_antisymm (not_lt.1 (key m y hm' hy)) (not_lt.1 (key y m hy hm'))⟩
```

The symbol `∃!` means "there is exactly one". The theorem covers every real $h$. At $h=0$ the only solution is $m=0$, so there is no spontaneous magnetisation at the critical temperature.

**Existence.** The function $m-\tanh(m+h)$ is continuous. Because $|\tanh|<1$, it is negative at $m=-1$ and positive at $m=1$, so it vanishes somewhere between. This is the call to `intermediate_value_Icc`.

**Uniqueness.** Suppose $a<b$ both solve the equation at the same $h$. Monotonicity of $F$ gives
$$h-\frac{a^3}{3}=F(a+h)\le F(b+h)=h-\frac{b^3}{3},$$
hence $b^3\le a^3$. But $a<b$ implies $a^3<b^3$, a contradiction. The step named `key` is this argument; using it in both orders shows that any two solutions agree.

## Two cubic bounds in a positive field

```lean
/-- In a positive field the critical magnetisation is positive and obeys
`3 h (1 - m ^ 2) ≤ m ^ 3 ≤ 3 h`. -/
theorem criticalState_bounds {h m : ℝ} (hh : 0 < h) (hm : IsCriticalState h m) :
    0 < m ∧ 3 * h * (1 - m ^ 2) ≤ m ^ 3 ∧ m ^ 3 ≤ 3 * h := by
  unfold IsCriticalState at hm
  have tpos : ∀ x : ℝ, 0 < x → 0 < Real.tanh x := by
    intro x hx
    rw [Real.tanh_eq_sinh_div_cosh]
    exact div_pos (Real.sinh_pos_iff.2 hx) (Real.cosh_pos x)
  have cubic : ∀ x : ℝ, 0 ≤ x → 0 ≤ x - Real.tanh x - Real.tanh x ^ 3 / 3 := by
    intro x hx
    have := monotone_cubic_remainder hx
    simpa using this
  -- the total field is positive
  have hx : 0 < m + h := by
    by_contra hneg
    have hle : m + h ≤ 0 := not_lt.1 hneg
    have h1 : m + h - Real.tanh (m + h) - Real.tanh (m + h) ^ 3 / 3
        ≤ 0 - Real.tanh 0 - Real.tanh 0 ^ 3 / 3 := monotone_cubic_remainder hle
    rw [← hm, Real.tanh_zero] at h1
    have h2 : m ^ 3 < 0 := Odd.pow_neg (by decide) (by linarith)
    linarith
  have hG : ∀ x : ℝ, HasDerivAt
      (fun y : ℝ => Real.tanh y ^ 3 - 3 * (y - Real.tanh y) * (1 - Real.tanh y ^ 2))
      (6 * Real.tanh x * (1 - Real.tanh x ^ 2) * (x - Real.tanh x)) x := by
    intro x
    have ht := hasDerivAt_response x
    have h3 : HasDerivAt (fun y => Real.tanh y ^ 3)
        (3 * Real.tanh x ^ 2 * (1 - Real.tanh x ^ 2)) x :=
      (ht.fun_pow 3).congr_deriv (by norm_num)
    have h2 : HasDerivAt (fun y => Real.tanh y ^ 2)
        (2 * Real.tanh x * (1 - Real.tanh x ^ 2)) x :=
      (ht.fun_pow 2).congr_deriv (by norm_num)
    refine (h3.fun_sub ((((hasDerivAt_id' x).fun_sub ht).const_mul 3).fun_mul
      (h2.const_sub 1))).congr_deriv ?_
    ring
  have hmono : MonotoneOn
      (fun y : ℝ => Real.tanh y ^ 3 - 3 * (y - Real.tanh y) * (1 - Real.tanh y ^ 2))
      (Ici 0) := by
    refine monotoneOn_of_deriv_nonneg (convex_Ici 0)
      (fun x _ => (hG x).continuousAt.continuousWithinAt)
      (fun x _ => (hG x).differentiableAt.differentiableWithinAt) (fun x hx => ?_)
    rw [interior_Ici] at hx
    have hx0 : 0 < x := hx
    have ht := tpos x hx0
    have h1 : 0 ≤ 1 - Real.tanh x ^ 2 := by linarith [response_sq_lt_one x]
    have h2 : 0 ≤ x - Real.tanh x := by
      have := cubic x hx0.le
      have : 0 < Real.tanh x ^ 3 := by positivity
      linarith
    rw [(hG x).deriv]
    positivity
  have hlow : Real.tanh 0 ^ 3 - 3 * (0 - Real.tanh 0) * (1 - Real.tanh 0 ^ 2)
      ≤ Real.tanh (m + h) ^ 3
        - 3 * (m + h - Real.tanh (m + h)) * (1 - Real.tanh (m + h) ^ 2) :=
    hmono (mem_Ici.2 le_rfl) (mem_Ici.2 hx.le) hx.le
  have hup := cubic (m + h) hx.le
  have hpos := tpos (m + h) hx
  rw [← hm] at hup hpos
  rw [← hm, Real.tanh_zero] at hlow
  exact ⟨hpos, by linarith, by linarith⟩
```

The hypotheses are $h>0$ and that $m$ solves the equation. The conclusions are
$$m>0,\qquad 3h(1-m^2)\le m^3\le 3h .$$

**Positivity.** Let $x=m+h$ and suppose $x\le0$. Then $m\le-h<0$, so $m^3<0$. Monotonicity gives $F(x)\le F(0)=0$, that is, $h\le m^3/3<0$, which contradicts $h>0$. So $x>0$, and $m=\tanh x>0$.

**Upper bound.** Since $x>0$, we have $F(x)\ge F(0)=0$, which reads $m^3\le3h$.

**Lower bound.** Again with $t=\tanh x$, take $G(x)=t^3-3(x-t)(1-t^2)$. Its derivative is
$$G'(x)=3t^2(1-t^2)-3t^2(1-t^2)+6t(1-t^2)(x-t)=6t(1-t^2)(x-t).$$
For $x>0$ every factor is nonnegative; in particular $F(x)\ge0$ gives $x-t\ge t^3/3>0$. So $G$ does not decrease on $[0,\infty)$, and $G(x)\ge G(0)=0$. At the solution $x-t=h$ and $t=m$, so this is $m^3\ge3h(1-m^2)$.

In the proof, `cubic` is the inequality $F(x)\ge0$ for $x\ge0$, `hG` computes $G'$, and `hmono` is the monotonicity of $G$. The last lines substitute $m$ for $\tanh(m+h)$.

## The magnetisation as a function of the field

```lean
/-- The mean-field magnetisation at the critical temperature as a function of the field. -/
def criticalMagnetization (h : ℝ) : ℝ := (existsUnique_criticalState h).choose
```

Existence has been proved, so `choose` can pick a solution for each $h$; uniqueness means that there is only one to pick. Call it $M(h)$.

```lean
/-- The critical magnetisation solves the equation of state in every field. -/
theorem criticalMagnetization_spec (h : ℝ) :
    IsCriticalState h (criticalMagnetization h) :=
  (existsUnique_criticalState h).choose_spec.1
```

This records that $M(h)$ satisfies the equation of state, for every real $h$.

```lean
/-- The critical magnetisation vanishes as the field decreases to zero. -/
theorem criticalMagnetization_tendsto_zero :
    Tendsto criticalMagnetization (𝓝[>] 0) (𝓝 0) := by
  refine tendsto_order.2 ⟨fun a ha => ?_, fun a ha => ?_⟩
  · filter_upwards [self_mem_nhdsWithin] with h hh
    exact ha.trans (criticalState_bounds hh (criticalMagnetization_spec h)).1
  · filter_upwards [self_mem_nhdsWithin, nhdsWithin_le_nhds
      (Iio_mem_nhds (show (0 : ℝ) < a ^ 3 / 3 by positivity))] with h hh hlt
    have hlt' : h < a ^ 3 / 3 := hlt
    by_contra hcon
    have h1 := pow_le_pow_left₀ ha.le (not_lt.1 hcon) 3
    linarith [(criticalState_bounds hh (criticalMagnetization_spec h)).2.2]
```

`Tendsto f (𝓝[>] 0) (𝓝 0)` reads: $f(h)\to0$ as $h$ approaches 0 from above.

By hand, take any $a>0$. If $0<h<a^3/3$, then $M(h)^3\le3h<a^3$, so $M(h)<a$. Together with $M(h)>0$ this is the limit. The two bullets in the proof treat the lower and upper sides separately.

## The cubic law and δ = 3

```lean
/-- Critical isotherm: in each field `h > 0` the equation `m = tanh (m + h)` has the
critical magnetisation as its only real solution, it is positive, and its cube divided by
`3 h` tends to one as `h` decreases to zero. -/
theorem critical_isotherm :
    (∀ h : ℝ, 0 < h → 0 < criticalMagnetization h ∧
      ∀ m : ℝ, m = Real.tanh (m + h) ↔ m = criticalMagnetization h) ∧
    Tendsto (fun h => criticalMagnetization h ^ 3 / (3 * h)) (𝓝[>] 0) (𝓝 1) := by
  refine ⟨fun h hh => ⟨(criticalState_bounds hh (criticalMagnetization_spec h)).1,
    fun m => ⟨fun hm => (existsUnique_criticalState h).unique hm
      (criticalMagnetization_spec h), fun hm => ?_⟩⟩, ?_⟩
  · rw [hm]
    exact criticalMagnetization_spec h
  · -- squeeze the ratio between `1 - m ^ 2` and `1`
    have hl : Tendsto (fun h => 1 - criticalMagnetization h ^ 2) (𝓝[>] 0) (𝓝 1) := by
      simpa using (tendsto_const_nhds (x := (1 : ℝ))).sub
        (criticalMagnetization_tendsto_zero.pow 2)
    refine tendsto_of_tendsto_of_tendsto_of_le_of_le' hl tendsto_const_nhds ?_ ?_
    · filter_upwards [self_mem_nhdsWithin] with h hh
      have hh' : 0 < h := hh
      rw [le_div_iff₀ (by positivity)]
      linarith [(criticalState_bounds hh' (criticalMagnetization_spec h)).2.1]
    · filter_upwards [self_mem_nhdsWithin] with h hh
      have hh' : 0 < h := hh
      rw [div_le_one (by positivity)]
      exact (criticalState_bounds hh' (criticalMagnetization_spec h)).2.2
```

The first part says that for each $h>0$ the number $M(h)$ is positive, and that a real $m$ solves $m=\tanh(m+h)$ if and only if $m=M(h)$. The second part is the limit. Dividing the two cubic bounds by $3h>0$ gives
$$1-M(h)^2\le\frac{M(h)^3}{3h}\le1 .$$
As $h\downarrow0$ the left side tends to 1, and the ratio is squeezed. The lemma with the long name beginning `tendsto_of_tendsto_of_tendsto` is this squeeze, and `filter_upwards` restricts attention to $h>0$.

The same two bounds also give a rate by hand. From $M\le(3h)^{1/3}$,
$$1-(3h)^{2/3}\le\frac{M(h)^3}{3h}\le1\qquad(h>0),$$
an estimate that goes one step further than the limit stated in the theorem.

```lean
/-- The critical exponent `δ = 3`: the ratio of `log h` to the logarithm of the critical
magnetisation tends to three as the field decreases to zero. -/
theorem critical_exponent_delta :
    Tendsto (fun h => Real.log h / Real.log (criticalMagnetization h)) (𝓝[>] 0) (𝓝 3) := by
  have hM := criticalMagnetization_tendsto_zero
  have hlog : Tendsto (fun h => -Real.log (criticalMagnetization h)) (𝓝[>] 0) atTop := by
    refine tendsto_atTop.2 fun b => ?_
    filter_upwards [self_mem_nhdsWithin, (tendsto_order.1 hM).2 _ (Real.exp_pos (-b))]
      with h hh hlt
    have hpos := (criticalState_bounds hh (criticalMagnetization_spec h)).1
    linarith [(Real.log_lt_iff_lt_exp hpos).2 hlt]
  -- the amplitude contributes a bounded term, divided by a diverging logarithm
  have hr := (critical_isotherm.2.log one_ne_zero).const_add (Real.log 3)
  have hlim := (hr.div_atTop hlog).const_add 3
  rw [add_zero] at hlim
  refine hlim.congr' ?_
  filter_upwards [self_mem_nhdsWithin, (tendsto_order.1 hM).2 1 one_pos] with h hh hlt
  have hh' : 0 < h := hh
  have hpos := (criticalState_bounds hh' (criticalMagnetization_spec h)).1
  have hL : Real.log (criticalMagnetization h) ≠ 0 := (Real.log_neg hpos hlt).ne
  have e : Real.log 3 + Real.log (criticalMagnetization h ^ 3 / (3 * h))
      = 3 * Real.log (criticalMagnetization h) - Real.log h := by
    rw [Real.log_div (pow_ne_zero 3 hpos.ne') (by positivity), Real.log_pow,
      Real.log_mul (by norm_num) hh'.ne']
    push_cast
    ring
  rw [e, div_neg, sub_div, mul_div_cancel_right₀ _ hL]
  ring

end

end MeanFieldCriticalIsotherm
```

This states the exponent as a ratio of logarithms. Put $r(h)=M(h)^3/(3h)$, so that $\log r=3\log M-\log3-\log h$. For small $h>0$ we have $0<M<1$, so $\log M\neq0$, and
$$\frac{\log h}{\log M(h)}=3+\frac{\log3+\log r(h)}{-\log M(h)} .$$
Since $r\to1$, the numerator on the right tends to $\log3$, while $-\log M\to\infty$. The fraction vanishes and 3 remains. In the proof, `hlog` is the divergence, `hr` the limit of the numerator, and `e` the identity for the logarithms.

For simulation practice, the cubic bounds offer a check on a numerical solver of this single-site mean-field equation at its critical temperature. They do not give the exponent of a lattice model with short-range interactions, where fluctuations neglected here can change $\delta$.

```lean
#print axioms MeanFieldCriticalIsotherm.critical_isotherm
-- 'MeanFieldCriticalIsotherm.critical_isotherm' depends on axioms: [propext, Classical.choice, Quot.sound]
#print axioms MeanFieldCriticalIsotherm.critical_exponent_delta
-- 'MeanFieldCriticalIsotherm.critical_exponent_delta' depends on axioms: [propext, Classical.choice, Quot.sound]
```

## The field that produces half saturation

Solving for the field is easier than solving for the magnetisation: $h=\operatorname{artanh}m-m$. For $m=\tfrac12$,
$$h=\tfrac12\ln3-\tfrac12\approx0.0493,\qquad \frac{m^3}{3h}\approx\frac{0.1250}{0.1479}\approx0.845 .$$
This lies between $1-m^2=0.75$ and 1, as the bounds require.

The logarithmic ratio at the same point is $\ln h/\ln m\approx(-3.010)/(-0.693)\approx4.34$, still far from 3. The term $\log3/(-\log M)$ decays only logarithmically, so in numerical data the ratio $m^3/(3h)$ shows the cubic law much sooner than the quotient of logarithms does.
